# The Müller correlation factor is particle-hole symmetric only for equal or complementary occupations

The particle-hole mirror is taken here to act on occupation numbers alone: each spin-orbital occupation n_i becomes 1 − n_i, while the orbitals and their exchange integrals stay fixed. Occupations are real numbers in [0,1], written `Set.Icc (0 : ℝ) 1` in Lean. They are given, not obtained by minimising an energy or by diagonalising a density matrix.

```lean
import Mathlib

open Finset

namespace MuellerParticleHole

noncomputable section
```

For two occupations a and b, the Müller factor is

g(a,b) = √(ab) − ab.

The first term belongs to Müller exchange-correlation. The subtracted term belongs to the Hartree-Fock exchange expression, evaluated at the same, possibly fractional, occupations.

```lean
/-- The Mueller correlation factor `√(ab) - ab` of two spin orbitals with occupations `a`, `b`. -/
def muellerFactor (a b : ℝ) : ℝ := √(a * b) - a * b
```

For a finite set of orbitals, labelled by the type `ι`, and real exchange integrals K_ij, the correlation energy relative to Hartree-Fock exchange is

E(n) = −½ Σ_ij K_ij g(n_i,n_j).

The sum includes i = j. The matrix `K` is an input; no orbitals are constructed from which it would follow.

```lean
/-- The Mueller correlation energy relative to Hartree-Fock exchange, for exchange integrals `K`
and occupations `n`. -/
def muellerCorrelation {ι : Type*} [Fintype ι] (K : ι → ι → ℝ) (n : ι → ℝ) : ℝ :=
  -(1 / 2) * ∑ i, ∑ j, K i j * muellerFactor (n i) (n j)
```

Since ab = ba, the factor is symmetric in its arguments.

```lean
/-- The Mueller factor is symmetric under exchange of the two orbitals. -/
theorem muellerFactor_comm (a b : ℝ) : muellerFactor a b = muellerFactor b a := by
  unfold muellerFactor
  rw [mul_comm a b]
```

## Factorising the asymmetry

Let p = √(ab) and q = √((1−a)(1−b)). Both radicands are nonnegative, so p² = ab and q² = (1−a)(1−b). Therefore

g(a,b) − g(1−a,1−b) = (p − p²) − (q − q²) = (p − q)(1 − p − q).

The proof supplies the two squared-root identities, and `linear_combination` does the algebra.

```lean
variable {a b : ℝ}

/-- For occupations in `[0,1]`, the difference between the Mueller factor of the particles and
that of the holes is a product of two simple factors. -/
theorem particle_hole_difference (ha : a ∈ Set.Icc (0 : ℝ) 1) (hb : b ∈ Set.Icc (0 : ℝ) 1) :
    muellerFactor a b - muellerFactor (1 - a) (1 - b) =
      (√(a * b) - √((1 - a) * (1 - b))) * (1 - √(a * b) - √((1 - a) * (1 - b))) := by
  have hp := Real.sq_sqrt (mul_nonneg ha.1 hb.1)
  have hq := Real.sq_sqrt (mul_nonneg (sub_nonneg.2 ha.2) (sub_nonneg.2 hb.2))
  unfold muellerFactor
  linear_combination hp - hq
```

The second factor has a definite sign. Expanding two squares gives

(√a − √b)² = a + b − 2p,
(√(1−a) − √(1−b))² = 2 − a − b − 2q.

Half their sum is 1 − p − q, which is therefore nonnegative.

```lean
/-- For occupations in `[0,1]`, the second factor of the particle-hole difference is half a sum
of two squares. -/
theorem one_sub_overlap (ha : a ∈ Set.Icc (0 : ℝ) 1) (hb : b ∈ Set.Icc (0 : ℝ) 1) :
    1 - √(a * b) - √((1 - a) * (1 - b)) =
      ((√a - √b) ^ 2 + (√(1 - a) - √(1 - b)) ^ 2) / 2 := by
  rw [Real.sqrt_mul ha.1, Real.sqrt_mul (sub_nonneg.2 ha.2)]
  have h1 := Real.sq_sqrt ha.1
  have h2 := Real.sq_sqrt hb.1
  have h3 := Real.sq_sqrt (sub_nonneg.2 ha.2)
  have h4 := Real.sq_sqrt (sub_nonneg.2 hb.2)
  linear_combination (-1 / 2) * h1 - (1 / 2) * h2 - (1 / 2) * h3 - (1 / 2) * h4
```

The asymmetry vanishes exactly when one of the factors does. If p = q, then ab = 1 − a − b + ab, so a + b = 1. If 1 − p − q = 0, both squares vanish, so √a = √b and a = b. In Lean, `mul_eq_zero` splits the cases and `Real.sqrt_inj` removes the roots.

Conversely, a = b makes both squares zero, and a + b = 1 means that the mirror merely swaps the two arguments.

```lean
/-- For occupations in `[0,1]`, the Mueller factor is the same for particles and for holes
if and only if the two occupations are equal or add up to one. -/
theorem muellerFactor_particle_hole_iff (ha : a ∈ Set.Icc (0 : ℝ) 1)
    (hb : b ∈ Set.Icc (0 : ℝ) 1) :
    muellerFactor a b = muellerFactor (1 - a) (1 - b) ↔ a = b ∨ a + b = 1 := by
  have hd := particle_hole_difference ha hb
  have ho := one_sub_overlap ha hb
  constructor
  · intro h
    rcases mul_eq_zero.1 (hd.symm.trans (sub_eq_zero.2 h)) with h1 | h1
    · -- equal square roots: the occupations add up to one
      right
      have h2 := (Real.sqrt_inj (mul_nonneg ha.1 hb.1)
        (mul_nonneg (sub_nonneg.2 ha.2) (sub_nonneg.2 hb.2))).1 (sub_eq_zero.1 h1)
      linarith
    · -- a vanishing sum of squares: the occupations are equal
      left
      have h2 : (√a - √b) ^ 2 = 0 := by
        linarith [sq_nonneg (√a - √b), sq_nonneg (√(1 - a) - √(1 - b))]
      exact (Real.sqrt_inj ha.1 hb.1).1 (sub_eq_zero.1 (pow_eq_zero_iff two_ne_zero |>.1 h2))
  · rintro (h | h)
    · have h1 : 1 - √(a * b) - √((1 - a) * (1 - b)) = 0 := by
        rw [ho, h]
        ring
      rw [h1, mul_zero] at hd
      linarith
    · rw [show 1 - a = b by linarith, show 1 - b = a by linarith]
      exact muellerFactor_comm a b
```

## Which side is larger

The radicands differ by ab − (1−a)(1−b) = a + b − 1. If a + b ≥ 1, then p ≥ q, and the product of the two factors is nonnegative.

```lean
/-- If two orbitals with occupations in `[0,1]` hold at least one electron together, their
Mueller factor is at least that of the holes. -/
theorem hole_le_particle (ha : a ∈ Set.Icc (0 : ℝ) 1) (hb : b ∈ Set.Icc (0 : ℝ) 1)
    (hab : 1 ≤ a + b) : muellerFactor (1 - a) (1 - b) ≤ muellerFactor a b := by
  have h1 : √((1 - a) * (1 - b)) ≤ √(a * b) := Real.sqrt_le_sqrt (by linarith)
  have h2 : 0 ≤ 1 - √(a * b) - √((1 - a) * (1 - b)) := by
    rw [one_sub_overlap ha hb]
    positivity
  have h3 := mul_nonneg (sub_nonneg.2 h1) h2
  rw [← particle_hole_difference ha hb] at h3
  linarith
```

The inequality is strict exactly when a ≠ b and a + b > 1. Given these conditions, the equivalence above rules out equality. Conversely, a strict inequality excludes a = b; and if a + b ≤ 1, the previous result applied to 1 − a and 1 − b gives the opposite inequality.

```lean
/-- For occupations in `[0,1]`, the Mueller factor of the particles exceeds that of the holes
if and only if the occupations differ and add up to more than one. -/
theorem hole_lt_particle_iff (ha : a ∈ Set.Icc (0 : ℝ) 1) (hb : b ∈ Set.Icc (0 : ℝ) 1) :
    muellerFactor (1 - a) (1 - b) < muellerFactor a b ↔ a ≠ b ∧ 1 < a + b := by
  constructor
  · intro h
    refine ⟨fun e => h.ne' ((muellerFactor_particle_hole_iff ha hb).2 (Or.inl e)), ?_⟩
    by_contra hle
    -- at or below half filling, apply the previous result with particles and holes exchanged
    have h1 := hole_le_particle (a := 1 - a) (b := 1 - b)
      ⟨by linarith [ha.2], by linarith [ha.1]⟩ ⟨by linarith [hb.2], by linarith [hb.1]⟩
      (by linarith [not_lt.1 hle])
    rw [sub_sub_cancel, sub_sub_cancel] at h1
    linarith
  · rintro ⟨hne, hlt⟩
    refine lt_of_le_of_ne (hole_le_particle ha hb hlt.le) fun e => ?_
    rcases (muellerFactor_particle_hole_iff ha hb).1 e.symm with h | h
    · exact hne h
    · linarith
```

Take a = 0.5 and b = 0.98. Then p = √0.49 = 0.7 and q = √0.01 = 0.1, so

g(a,b) = 0.7 − 0.49 = 0.21,
g(1−a,1−b) = 0.1 − 0.01 = 0.09.

The difference, 0.12, equals (0.7 − 0.1)(1 − 0.7 − 0.1). For these two orbitals alone, which hold 1.48 electrons on average, the artificial choice K₁₂ = K₂₁ = 1 with zero diagonal gives the energies −0.21 and, for the mirror image, −0.09. Actual orbitals have positive K₁₁ and K₂₂, but these terms add the same amount to both energies, because g(a,a) = g(1−a,1−a).

A full orbital shows the contrast most simply. For 0 < b < 1, g(1,b) = √b − b > 0, but its mirror image is g(0,1−b) = 0.

```lean
/-- A full orbital has a positive Mueller factor with a fractionally occupied one, whereas in
the mirror image the empty orbital has factor zero. -/
theorem full_versus_empty (h0 : 0 < b) (h1 : b < 1) :
    0 < muellerFactor 1 b ∧ muellerFactor 0 (1 - b) = 0 := by
  constructor
  · have h : b < √b := (Real.lt_sqrt h0.le).2 (by nlinarith)
    simp only [muellerFactor, one_mul]
    linarith
  · simp [muellerFactor]
```

## From pairs to the energy

In density-matrix functional theory, this means that for a finite orbital set with fixed exchange integrals, exchanging electron filling for hole filling can change the Müller correlation energy. The energy is unchanged for every symmetric nonnegative K precisely when all occupations lie in {x, 1−x} for one x. For a particular K, such as K = 0, it may be unchanged for other occupations too.

To prove the forward direction, fix an orbital k and set x = n_k. For any orbital i, choose K so that, for every real function f of two orbitals (p and q now label orbitals),

Σ_pq K_pq f(p,q) = f(i,k) + f(k,i).

The energy is then −g(n_i,n_k), and the pair result gives n_i = x or n_i = 1 − x. This K is a mathematical test matrix: for i ≠ k its diagonal is zero, which actual orbitals do not allow, and it couples i and k even if their spins are opposite, when the actual exchange integral is zero. If K vanishes between opposite spins, the energy is also unchanged when each spin has its own x. With no orbitals, any x works.

Conversely, any two occupations from {x, 1−x} are equal or add up to one, so the sums agree term by term.

```lean
variable {ι : Type*} [Fintype ι]

/-- For occupations in `[0,1]`, the Mueller correlation energy is unchanged by the particle-hole
mirror for all symmetric nonnegative exchange integrals if and only if every occupation is `x`
or `1 - x` for one common number `x`. -/
theorem muellerCorrelation_particle_hole_iff (n : ι → ℝ) (hn : ∀ i, n i ∈ Set.Icc (0 : ℝ) 1) :
    (∀ K : ι → ι → ℝ, (∀ i j, K i j = K j i) → (∀ i j, 0 ≤ K i j) →
      muellerCorrelation K n = muellerCorrelation K (fun i => 1 - n i)) ↔
    ∃ x : ℝ, ∀ i, n i = x ∨ n i = 1 - x := by
  classical
  constructor
  · intro h
    rcases isEmpty_or_nonempty ι with he | ⟨⟨k⟩⟩
    · exact ⟨0, fun i => (he.false i).elim⟩
    refine ⟨n k, fun i => ?_⟩
    -- exchange integrals that couple only the orbitals `i` and `k`
    obtain ⟨K, hs, h0, hsum⟩ : ∃ K : ι → ι → ℝ, (∀ p q, K p q = K q p) ∧
        (∀ p q, 0 ≤ K p q) ∧
        ∀ f : ι → ι → ℝ, ∑ p, ∑ q, K p q * f p q = f i k + f k i := by
      refine ⟨fun p q => (if p = i then (1 : ℝ) else 0) * (if q = k then (1 : ℝ) else 0) +
        (if p = k then (1 : ℝ) else 0) * (if q = i then (1 : ℝ) else 0), ?_, ?_, ?_⟩
      · intro p q
        beta_reduce
        ring
      · intro p q
        beta_reduce
        positivity
      · intro f
        simp only [add_mul, mul_assoc, Finset.sum_add_distrib, ← Finset.mul_sum]
        simp
    have hK := h K hs h0
    simp only [muellerCorrelation, hsum] at hK
    have hg : muellerFactor (n i) (n k) = muellerFactor (1 - n i) (1 - n k) := by
      linarith [muellerFactor_comm (n k) (n i), muellerFactor_comm (1 - n k) (1 - n i)]
    rcases (muellerFactor_particle_hole_iff (hn i) (hn k)).1 hg with h1 | h1
    · exact Or.inl h1
    · exact Or.inr (by linarith)
  · rintro ⟨x, hx⟩ K - -
    simp only [muellerCorrelation]
    congr 1
    refine Finset.sum_congr rfl fun i _ => Finset.sum_congr rfl fun j _ => ?_
    have hij : n i = n j ∨ n i + n j = 1 := by
      rcases hx i with h1 | h1 <;> rcases hx j with h2 | h2
      · exact Or.inl (by linarith)
      · exact Or.inr (by linarith)
      · exact Or.inr (by linarith)
      · exact Or.inl (by linarith)
    rw [(muellerFactor_particle_hole_iff (hn i) (hn j)).2 hij]
```

Finally, let K be nonnegative, and suppose that every two distinct orbitals hold at least one electron together. Each off-diagonal factor is then at least its mirror image, and the diagonal factors agree. Summing with weights K_ij and multiplying by −½ reverses the inequality:

E(n) ≤ E(1 − n).

Symmetry of K is not needed here. The condition on pairs is strong, however: at most one spin orbital may be less than half filled. It therefore fails in the usual calculation with several weakly occupied orbitals.

```lean
/-- For nonnegative exchange integrals and occupations in `[0,1]`, if any two distinct orbitals
hold at least one electron together, the Mueller correlation energy is at most that of the
particle-hole mirror image. -/
theorem muellerCorrelation_le_mirror (K : ι → ι → ℝ) (hK : ∀ i j, 0 ≤ K i j) (n : ι → ℝ)
    (hn : ∀ i, n i ∈ Set.Icc (0 : ℝ) 1) (hpair : ∀ i j, i ≠ j → 1 ≤ n i + n j) :
    muellerCorrelation K n ≤ muellerCorrelation K (fun i => 1 - n i) := by
  have h : ∑ i, ∑ j, K i j * muellerFactor (1 - n i) (1 - n j) ≤
      ∑ i, ∑ j, K i j * muellerFactor (n i) (n j) := by
    refine Finset.sum_le_sum fun i _ => Finset.sum_le_sum fun j _ =>
      mul_le_mul_of_nonneg_left ?_ (hK i j)
    by_cases hij : i = j
    · -- diagonal terms agree
      exact ((muellerFactor_particle_hole_iff (hn i) (hn j)).2 (Or.inl (by rw [hij]))).ge
    · exact hole_le_particle (hn i) (hn j) (hpair i j hij)
  simp only [muellerCorrelation]
  linarith

end

end MuellerParticleHole
```

```lean
#print axioms MuellerParticleHole.hole_lt_particle_iff
-- 'MuellerParticleHole.hole_lt_particle_iff' depends on axioms: [propext, Classical.choice, Quot.sound]
#print axioms MuellerParticleHole.full_versus_empty
-- 'MuellerParticleHole.full_versus_empty' depends on axioms: [propext, Classical.choice, Quot.sound]
#print axioms MuellerParticleHole.muellerCorrelation_particle_hole_iff
-- 'MuellerParticleHole.muellerCorrelation_particle_hole_iff' depends on axioms: [propext, Classical.choice, Quot.sound]
#print axioms MuellerParticleHole.muellerCorrelation_le_mirror
-- 'MuellerParticleHole.muellerCorrelation_le_mirror' depends on axioms: [propext, Classical.choice, Quot.sound]
```
